# Highest-weight Clebsch–Gordan coefficients in closed form

Two angular momenta are coupled, for instance the orbital and spin angular momentum of one electron or the spins of two particles, and one asks for the states of definite total angular momentum $J$ written in the product basis. Each multiplet has a top state with projection $M = J$, which the total raising operator annihilates. With unit norm and the conventional choice of phase, its expansion coefficients are the Clebsch–Gordan coefficients $\langle j_1 m_1; j_2 m_2 | J J\rangle$, where $j_1, j_2$ are the quantum numbers of the two angular momenta, both called spins below, and $m_1, m_2$ their projections. They are one tool for building spin-adapted or $LS$-coupled states, and the result below supplies them for a pair of angular momenta and for the top state $M = J$ only.

```lean
import Mathlib

open Finset
open scoped Nat

noncomputable section

namespace HighestWeightClebschGordan
```

## The raising operator

Write $j_1 = a/2$ and $j_2 = b/2$ with natural numbers $a, b$, and set $\hbar = 1$. The product states are $|j_1, j_1 - i\rangle |j_2, j_2 - j\rangle$ with $0 \le i \le a$ and $0 \le j \le b$, so $i$ and $j$ count how often each spin has been lowered. A state is given by its amplitudes $\psi(i,j)$. For one spin $l$ with projection $m$, the raising operator sends $|l,m\rangle$ to $\sqrt{(l-m)(l+m+1)}\,|l,m+1\rangle$. With $l = a/2$ and $m = a/2 - (i+1)$ one has $l - m = i+1$ and $l+m+1 = a-i$. The total raising operator $J_+$ is the sum of the two single-spin operators, so

$$(J_+\psi)(i,j) = \sqrt{(i+1)(a-i)}\,\psi(i+1,j) + \sqrt{(j+1)(b-j)}\,\psi(i,j+1).$$

In Lean the amplitudes are a real function `ψ : ℕ → ℕ → ℝ`. The matrix elements are taken as the definition of `raise` and are not derived from commutation relations; their nonnegative sign is the first part of the Condon–Shortley convention. At $i = a$ the first factor vanishes and at $j = b$ the second, so values of $\psi$ outside the basis do not contribute.

```lean
/-- Total raising operator of two spins `a/2` and `b/2`, acting on the amplitudes `ψ i j` of the
product states in which the first spin is lowered `i` times and the second `j` times. -/
def raise (a b : ℕ) (ψ : ℕ → ℕ → ℝ) (i j : ℕ) : ℝ :=
  √(((i : ℝ) + 1) * ((a : ℝ) - i)) * ψ (i + 1) j + √(((j : ℝ) + 1) * ((b : ℝ) - j)) * ψ i (j + 1)
```

## The recursion

A state with $s$ lowerings in total has $M = j_1 + j_2 - s$, and its amplitudes vanish unless $i + j = s$. For $s \le a$ and $s \le b$, which is assumed in this derivation so that every pair with $i + j = s$ labels a basis state, it is described by numbers $c_0, \dots, c_s$, where $c_i$ belongs to $m_1 = j_1 - i$ and $m_2 = j_2 - (s-i)$.

```lean
/-- The state with `s` lowerings in total: amplitude `c i` when `i + j = s`, zero otherwise. -/
def shell (s : ℕ) (c : ℕ → ℝ) (i j : ℕ) : ℝ := if i + j = s then c i else 0
```

After raising, only components with $i + j + 1 = s$ can be nonzero. Put $i = k$ and $j = s-k-1$ with $0 \le k < s$. Then $\psi(i+1,j) = c_{k+1}$, $\psi(i,j+1) = c_k$, $j + 1 = s-k$ and $b - j = b-s+k+1$, and $J_+\psi = 0$ reads

$$c_{k+1}\sqrt{(k+1)(a-k)} + c_k\sqrt{(s-k)(b-s+k+1)} = 0, \qquad 0 \le k < s.$$

By hand, $J^2 = J_-J_+ + J_z^2 + J_z$ shows that such a state, if nonzero, has $J = M = j_1 + j_2 - s$. The file defines neither $J^2$ nor $J_z$, and "highest weight" means the recursion.

```lean
/-- The two-term highest-weight recursion for the coefficients `c 0, …, c s`. -/
def HighestWeight (a b s : ℕ) (c : ℕ → ℝ) : Prop :=
  ∀ k < s, c (k + 1) * √(((k : ℝ) + 1) * ((a : ℝ) - k))
    + c k * √(((s : ℝ) - k) * ((b : ℝ) - s + k + 1)) = 0
```

## The closed form

The proposed solution is $c_k = (-1)^k\sqrt{w_k}$ with

$$w_k = \frac{(a-k)!\,(b-s+k)!}{k!\,(s-k)!}, \qquad \sum_{k=0}^{s} c_k^2 = N = (a-s)!\,(b-s)!\binom{a+b-s+1}{s}.$$

The differences inside factorials and binomials are taken in the natural numbers, where subtraction stops at zero; for $s \le a$, $s \le b$ and $k \le s$ they are ordinary differences. The weight $w_k$ is `weight`.

```lean
/-- The factorial ratio `(a-k)! (b-s+k)! / (k! (s-k)!)`. -/
def weight (a b s k : ℕ) : ℝ := ((a - k)! * (b - s + k)! : ℝ) / (k ! * (s - k)! : ℝ)
```

The unnormalised coefficient $c_k$ is `coeff`.

```lean
/-- The unnormalised coefficient `(-1)^k √((a-k)! (b-s+k)! / (k! (s-k)!))`. -/
def coeff (a b s k : ℕ) : ℝ := (-1) ^ k * √(weight a b s k)
```

The number $N$ is `normSq`.

```lean
/-- The normalisation constant `(a-s)! (b-s)! C(a+b-s+1, s)`. -/
def normSq (a b s : ℕ) : ℝ := ((a - s)! * (b - s)! * (a + b - s + 1).choose s : ℝ)
```

The normalised coefficient $\hat c_k = c_k/\sqrt N$ is `cg`. It corresponds to $\langle j_1, j_1-k;\, j_2, j_2-s+k \,|\, J J\rangle$ with $J = (a+b)/2 - s$.

```lean
/-- The normalised coefficient. -/
def cg (a b s k : ℕ) : ℝ := coeff a b s k / √(normSq a b s)
```

## Annihilation by $J_+$ is the recursion

The conditions $s \le a$ and $s \le b$ (hypotheses `ha`, `hb`) say $J \ge |j_1 - j_2|$, the triangle condition, and they place every pair with $i + j = s$ inside the basis. Under them, $J_+\psi$ vanishes at all basis components exactly when the recursion holds. The local statement `key` is the substitution made above: for $i + j + 1 = s$ the component equals the left side of the recursion at $k = i$. The forward direction evaluates it at $(k, s-k-1)$. The backward direction splits on whether $i + j + 1 = s$; if not, both amplitudes are zero.

```lean
/-- For `s ≤ a` and `s ≤ b`, the total raising operator applied to the state with `s` lowerings
vanishes at all components `i ≤ a`, `j ≤ b` exactly when its
coefficients obey the two-term recursion. -/
theorem raise_shell_eq_zero_iff {a b s : ℕ} (ha : s ≤ a) (hb : s ≤ b) (c : ℕ → ℝ) :
    (∀ i ≤ a, ∀ j ≤ b, raise a b (shell s c) i j = 0) ↔ HighestWeight a b s c := by
  -- only the components with `i + j + 1 = s` can be nonzero
  have key : ∀ i j : ℕ, i + j + 1 = s → raise a b (shell s c) i j =
      c (i + 1) * √(((i : ℝ) + 1) * ((a : ℝ) - i))
        + c i * √(((s : ℝ) - i) * ((b : ℝ) - s + i + 1)) := by
    intro i j h
    have e : ((j : ℝ) + 1) * ((b : ℝ) - j) = ((s : ℝ) - i) * ((b : ℝ) - s + i + 1) := by
      rw [← h]; push_cast; ring
    simp only [raise, shell]
    rw [if_pos (show i + 1 + j = s by omega), if_pos (show i + (j + 1) = s by omega), e]
    ring
  unfold HighestWeight
  constructor
  · intro h k hk
    exact (key k (s - k - 1) (by omega)).symm.trans (h k (by omega) _ (by omega))
  · intro h i _ j _
    by_cases e : i + j + 1 = s
    · exact (key i j e).trans (h i (by omega))
    · simp only [raise, shell]
      rw [if_neg (show ¬ i + 1 + j = s by omega), if_neg (show ¬ i + (j + 1) = s by omega)]
      simp
```

## The closed form solves the recursion

Cancelling factorials gives

$$\frac{w_{k+1}}{w_k} = \frac{1}{a-k}\cdot(b-s+k+1)\cdot\frac{1}{k+1}\cdot(s-k),$$

that is $w_{k+1}(k+1)(a-k) = w_k(s-k)(b-s+k+1)$ for $k < s$. The proof writes $s = k+m+1$, $a = k+n+1$ and $b = q+s$ with natural $m, n, q$, which removes every subtraction. It then expands $(n+1)!$, $(m+1)!$, $(k+1)!$ and $(q+k+1)!$ by `Nat.factorial_succ`, cross-multiplies, and closes the polynomial identity with `ring`.

```lean
/-- For `s ≤ a`, `s ≤ b` and `k < s`, consecutive factorial ratios satisfy the squared form of
the recursion. -/
theorem weight_succ {a b s k : ℕ} (ha : s ≤ a) (hb : s ≤ b) (hk : k < s) :
    weight a b s (k + 1) * (((k : ℝ) + 1) * ((a : ℝ) - k))
      = weight a b s k * (((s : ℝ) - k) * ((b : ℝ) - s + k + 1)) := by
  obtain ⟨m, rfl⟩ : ∃ m, s = k + m + 1 := ⟨s - k - 1, by omega⟩
  obtain ⟨n, rfl⟩ : ∃ n, a = k + n + 1 := ⟨a - k - 1, by omega⟩
  obtain ⟨q, rfl⟩ : ∃ q, b = q + (k + m + 1) := ⟨b - (k + m + 1), by omega⟩
  unfold weight
  rw [show k + n + 1 - (k + 1) = n by omega, show k + n + 1 - k = n + 1 by omega,
    show k + m + 1 - (k + 1) = m by omega, show k + m + 1 - k = m + 1 by omega,
    show q + (k + m + 1) - (k + m + 1) = q by omega, show q + (k + 1) = q + k + 1 by omega]
  simp only [Nat.factorial_succ]
  push_cast
  rw [div_mul_eq_mul_div, div_mul_eq_mul_div, div_eq_div_iff (by positivity) (by positivity)]
  ring
```

Since $w_k \ge 0$, square roots may be taken factor by factor (`Real.sqrt_mul`), giving $\sqrt{w_{k+1}}\sqrt{(k+1)(a-k)} = \sqrt{w_k}\sqrt{(s-k)(b-s+k+1)}$. Multiplying by $-(-1)^k = (-1)^{k+1}$ and moving everything to one side yields the recursion for $c_k$.

```lean
/-- For `s ≤ a` and `s ≤ b`, the unnormalised coefficients solve the highest-weight recursion. -/
theorem coeff_highestWeight {a b s : ℕ} (ha : s ≤ a) (hb : s ≤ b) :
    HighestWeight a b s (coeff a b s) := by
  unfold HighestWeight
  intro k hk
  have hw : ∀ j, 0 ≤ weight a b s j := fun j => by unfold weight; positivity
  have h : √(weight a b s (k + 1)) * √(((k : ℝ) + 1) * ((a : ℝ) - k))
      = √(weight a b s k) * √(((s : ℝ) - k) * ((b : ℝ) - s + k + 1)) := by
    rw [← Real.sqrt_mul (hw _), ← Real.sqrt_mul (hw _), weight_succ ha hb hk]
  unfold coeff
  rw [pow_succ]
  linear_combination (-(-1 : ℝ) ^ k) * h
```

## The norm

For natural $p, q, s$ let $S(q,s) = \sum_{k=0}^{s}\binom{p+s-k}{s-k}\binom{q+k}{k}$. The claim is $S(q,s) = \binom{p+q+s+1}{s}$. For $s = 0$ both sides are 1. For $q = 0$, splitting off the $k=0$ term gives $S(0,s+1) = S(0,s) + \binom{p+s+1}{s+1}$, and Pascal's rule $\binom{p+s+1}{s} + \binom{p+s+1}{s+1} = \binom{p+s+2}{s+1}$ completes the induction on $s$. For the step in $q$, split off the $k=0$ term of $S(q+1,s+1)$, shift the index, and use $\binom{q+k+2}{k+1} = \binom{q+1+k}{k} + \binom{q+k+1}{k+1}$. The first part sums to $S(q+1,s)$, and the second part with the split term is $S(q,s+1)$. The right side obeys the same relation,

$$\binom{p+q+s+3}{s+1} = \binom{p+q+s+2}{s} + \binom{p+q+s+2}{s+1}.$$

In the code `Finset.sum_range_succ'` splits off the first term, `e` is Pascal's rule under the sum, and `pas` is the displayed identity.

```lean
/-- The binomial convolution `∑ₖ C(p+s-k, s-k) C(q+k, k) = C(p+q+s+1, s)`. -/
theorem choose_convolution (p q s : ℕ) :
    ∑ k ∈ range (s + 1), (p + (s - k)).choose (s - k) * (q + k).choose k
      = (p + q + s + 1).choose s := by
  induction q generalizing s with
  | zero =>
    induction s with
    | zero => simp
    | succ s ih =>
      rw [Finset.sum_range_succ']
      simp only [Nat.add_sub_add_right, Nat.zero_add, Nat.choose_self, mul_one, Nat.sub_zero,
        Nat.add_zero] at ih ⊢
      rw [ih]
      exact (Nat.choose_succ_succ' (p + s + 1) s).symm
  | succ q ihq =>
    induction s with
    | zero => simp
    | succ s ih =>
      have h := ihq (s + 1)
      rw [Finset.sum_range_succ'] at h ⊢
      simp only [Nat.add_sub_add_right, Nat.sub_zero, Nat.choose_zero_right, mul_one] at h ⊢
      -- Pascal's rule under the sum and on the right-hand side
      have e : ∀ k, (q + 1 + (k + 1)).choose (k + 1)
          = (q + 1 + k).choose k + (q + (k + 1)).choose (k + 1) := fun k => by
        rw [show q + (k + 1) = q + 1 + k by ring]
        exact Nat.choose_succ_succ' (q + 1 + k) k
      have pas : (p + (q + 1) + (s + 1) + 1).choose (s + 1)
          = (p + (q + 1) + s + 1).choose s + (p + q + (s + 1) + 1).choose (s + 1) := by
        rw [show p + q + (s + 1) + 1 = p + (q + 1) + s + 1 by ring]
        exact Nat.choose_succ_succ' (p + (q + 1) + s + 1) s
      simp only [e, mul_add, Finset.sum_add_distrib]
      rw [ih, pas, ← h]
      exact add_assoc _ _ _
```

Now set $p = a-s$ and $q = b-s$. The identity $(i+j)! = \binom{i+j}{j}\,j!\,i!$, called `fac`, gives $(a-k)! = \binom{p+s-k}{s-k}(s-k)!\,p!$ and $(b-s+k)! = \binom{q+k}{k}\,k!\,q!$. Hence $c_k^2 = w_k = p!\,q!\binom{p+s-k}{s-k}\binom{q+k}{k}$, and the sum over $k$ is $p!\,q!\binom{p+q+s+1}{s} = N$, because $p+q+s+1 = a+b-s+1$. The proof rewrites $N$ as this sum and compares term by term.

```lean
/-- For `s ≤ a` and `s ≤ b`, the squared norm of the unnormalised coefficients is `(a-s)! (b-s)! C(a+b-s+1, s)`. -/
theorem coeff_normSq {a b s : ℕ} (ha : s ≤ a) (hb : s ≤ b) :
    ∑ k ∈ range (s + 1), coeff a b s k ^ 2 = normSq a b s := by
  have fac : ∀ i j : ℕ, ((i + j)! : ℝ) = (i + j).choose j * j ! * i ! := fun i j => by
    have h := Nat.choose_mul_factorial_mul_factorial (show j ≤ i + j by omega)
    rw [show i + j - j = i by omega] at h
    exact_mod_cast h.symm
  obtain ⟨p, rfl⟩ : ∃ p, a = p + s := ⟨a - s, by omega⟩
  obtain ⟨q, rfl⟩ : ∃ q, b = q + s := ⟨b - s, by omega⟩
  unfold normSq
  rw [show p + s + (q + s) - s + 1 = p + q + s + 1 by omega, show p + s - s = p by omega,
    show q + s - s = q by omega, ← choose_convolution]
  push_cast
  rw [Finset.mul_sum]
  refine Finset.sum_congr rfl fun k hk => ?_
  have hk' : k < s + 1 := Finset.mem_range.mp hk
  have hs : ((-1 : ℝ) ^ k) ^ 2 = 1 := by rw [← pow_mul, mul_comm, pow_mul]; simp
  have hw : 0 ≤ weight (p + s) (q + s) s k := by unfold weight; positivity
  unfold coeff
  rw [mul_pow, hs, one_mul, Real.sq_sqrt hw]
  unfold weight
  rw [show p + s - k = p + (s - k) by omega, show q + s - s = q by omega, fac p (s - k), fac q k,
    div_eq_iff (by positivity)]
  ring
```

## Uniqueness

Let $c$ and $d$ be two solutions, and write $X = \sqrt{(k+1)(a-k)}$ and $Y = \sqrt{(s-k)(b-s+k+1)}$. Suppose $d_k c_0 = d_0 c_k$, which is trivial at $k = 0$. Then

$$d_{k+1}c_0X = -d_kc_0Y = -d_0c_kY = d_0c_{k+1}X,$$

and $X > 0$ because $k < s \le a$, so $d_{k+1}c_0 = d_0c_{k+1}$. Only $s \le a$ is needed.

The tactic `linear_combination` carries this step and the two other manipulations of the recursion. Given a goal $L = R$ and a weighted sum of known equations, it checks with `ring` that $L - R$ equals the weighted sum of their left sides minus their right sides. Square roots are treated as unknown symbols, so no property of them is used. Here the weights are $c_0$ on the recursion for $d$, $-d_0$ on the recursion for $c$, and $-Y$ on the induction hypothesis; the terms containing $Y$ cancel. The single fact about a root, $X \ne 0$, enters beforehand through `mul_right_cancel₀`.

```lean
/-- For `s ≤ a`, any two solutions `c`, `d` of the highest-weight recursion satisfy
`d k * c 0 = d 0 * c k` for `k = 0, …, s`. -/
theorem highestWeight_proportional {a b s : ℕ} (ha : s ≤ a) {c d : ℕ → ℝ}
    (hc : HighestWeight a b s c) (hd : HighestWeight a b s d) :
    ∀ k ≤ s, d k * c 0 = d 0 * c k := by
  unfold HighestWeight at hc hd
  intro k
  induction k with
  | zero => intro _; rfl
  | succ k ih =>
    intro hk
    -- the ladder factor of the first spin does not vanish
    have hX : 0 < √(((k : ℝ) + 1) * ((a : ℝ) - k)) :=
      Real.sqrt_pos.mpr (mul_pos (by positivity)
        (sub_pos.mpr (by exact_mod_cast (show k < a by omega))))
    apply mul_right_cancel₀ hX.ne'
    linear_combination c 0 * hd k (by omega) - d 0 * hc k (by omega)
      - √(((s : ℝ) - k) * ((b : ℝ) - s + k + 1)) * ih (by omega)
```

The main theorem says that for $s \le a$ and $s \le b$ the numbers $\hat c_k$ solve the recursion, satisfy $\sum_{k=0}^s \hat c_k^2 = 1$ and $\hat c_0 > 0$, and that every real sequence $d$ with these three properties has $d_k = \hat c_k$ for $k \le s$. The condition $\hat c_0 > 0$ is the second part of the Condon–Shortley convention, $\langle j_1 j_1; j_2, J-j_1 | J J\rangle > 0$. Coefficients with $M < J$ are not treated.

First $N > 0$, as $s \le a+b-s+1$ makes the binomial positive (`hN`). The recursion is linear and survives division by $\sqrt N$, the squared norm becomes $N/N = 1$, and $\hat c_0 = \sqrt{w_0}/\sqrt N > 0$. For uniqueness, proportionality gives $d_k\hat c_0 = d_0\hat c_k$, so

$$\hat c_0^2 = \sum_k (d_k\hat c_0)^2 = \sum_k (d_0\hat c_k)^2 = d_0^2,$$

which is the chain `hsq`. Both numbers are positive, so $\hat c_0 = d_0$, and cancelling $\hat c_0$ gives $d_k = \hat c_k$.

```lean
/-- For `s ≤ a` and `s ≤ b`, the normalised coefficients solve the highest-weight recursion, have
unit norm and a positive
`k = 0` entry, and every real solution with these properties equals them for `k ≤ s`. -/
theorem cg_unique_highestWeight {a b s : ℕ} (ha : s ≤ a) (hb : s ≤ b) :
    HighestWeight a b s (cg a b s) ∧ ∑ k ∈ range (s + 1), cg a b s k ^ 2 = 1 ∧ 0 < cg a b s 0 ∧
      ∀ d : ℕ → ℝ, HighestWeight a b s d → ∑ k ∈ range (s + 1), d k ^ 2 = 1 → 0 < d 0 →
        ∀ k ≤ s, d k = cg a b s k := by
  have hN : 0 < normSq a b s := by
    have h : (0 : ℝ) < ((a + b - s + 1).choose s : ℕ) := by
      exact_mod_cast Nat.choose_pos (show s ≤ a + b - s + 1 by omega)
    unfold normSq
    exact mul_pos (by positivity) h
  have hw : HighestWeight a b s (cg a b s) := by
    have h := coeff_highestWeight ha hb
    unfold HighestWeight at h ⊢
    intro k hk
    unfold cg
    linear_combination (√(normSq a b s))⁻¹ * h k hk
  have hu : ∑ k ∈ range (s + 1), cg a b s k ^ 2 = 1 := by
    simp only [cg, div_pow]
    rw [← Finset.sum_div, coeff_normSq ha hb, Real.sq_sqrt hN.le, div_self hN.ne']
  have hpos : 0 < cg a b s 0 := by
    have h : 0 < weight a b s 0 := by unfold weight; positivity
    unfold cg coeff
    rw [pow_zero, one_mul]
    exact div_pos (Real.sqrt_pos.mpr h) (Real.sqrt_pos.mpr hN)
  refine ⟨hw, hu, hpos, fun d hd hd1 hd0 k hk => ?_⟩
  have hp := highestWeight_proportional ha hw hd
  -- unit norm fixes the proportionality constant up to sign, positivity fixes the sign
  have hsq : cg a b s 0 ^ 2 = d 0 ^ 2 :=
    calc cg a b s 0 ^ 2 = ∑ j ∈ range (s + 1), (d j * cg a b s 0) ^ 2 := by
          simp only [mul_pow]; rw [← Finset.sum_mul, hd1, one_mul]
      _ = ∑ j ∈ range (s + 1), (d 0 * cg a b s j) ^ 2 :=
          Finset.sum_congr rfl fun j hj => by
            rw [hp j (Nat.lt_succ_iff.mp (Finset.mem_range.mp hj))]
      _ = d 0 ^ 2 := by simp only [mul_pow]; rw [← Finset.mul_sum, hu, mul_one]
  have h0 : cg a b s 0 = d 0 := (sq_eq_sq₀ hpos.le hd0.le).mp hsq
  apply mul_right_cancel₀ hpos.ne'
  rw [hp k hk, ← h0]
  ring
```

## Equal spins and small cases

For $a = b = s$ the state has $J = 0$. Then $w_k = (a-k)!\,k!/(k!\,(a-k)!) = 1$ and $N = \binom{a+1}{a} = a+1$, so the unit solution with $d_0 > 0$ is $d_k = (-1)^k/\sqrt{a+1}$. The proof inserts these two values into the uniqueness clause. At $a = 0$ this is $d_0 = 1$, and at $a = 1$ it is the singlet $(|{\uparrow\downarrow}\rangle - |{\downarrow\uparrow}\rangle)/\sqrt2$.

```lean
/-- For two equal spins and `s = a`, the unit solution of the recursion with positive `k = 0`
entry is `(-1)^k / √(a+1)`. -/
theorem equal_spins {a : ℕ} {d : ℕ → ℝ} (hd : HighestWeight a a a d)
    (hd1 : ∑ k ∈ range (a + 1), d k ^ 2 = 1) (hd0 : 0 < d 0) {k : ℕ} (hk : k ≤ a) :
    d k = (-1) ^ k / √((a : ℝ) + 1) := by
  have hw : weight a a a k = 1 := by
    unfold weight
    rw [show a - a + k = k by omega, div_eq_iff (by positivity)]
    ring
  have hN : normSq a a a = a + 1 := by
    unfold normSq
    rw [show a + a - a + 1 = a + 1 by omega, show a - a = 0 by omega, Nat.choose_succ_self_right]
    simp
  rw [(cg_unique_highestWeight le_rfl le_rfl).2.2.2 d hd hd1 hd0 k hk]
  unfold cg coeff
  rw [hw, hN, Real.sqrt_one, mul_one]

end HighestWeightClebschGordan
```

```lean
#print axioms HighestWeightClebschGordan.raise_shell_eq_zero_iff
#print axioms HighestWeightClebschGordan.coeff_highestWeight
#print axioms HighestWeightClebschGordan.equal_spins
```

```
'HighestWeightClebschGordan.raise_shell_eq_zero_iff' depends on axioms: [propext, Classical.choice, Quot.sound]
'HighestWeightClebschGordan.coeff_highestWeight' depends on axioms: [propext, Classical.choice, Quot.sound]
'HighestWeightClebschGordan.equal_spins' depends on axioms: [propext, Classical.choice, Quot.sound]
```

## Evaluation, variants and a consequence

What follows is reasoned by hand from the formulas above and is not stated in the file.

For $s = 0$ the recursion is empty, $w_0 = N = a!\,b!$ and $\hat c_0 = 1$, the stretched state. For spin 1 and spin ½ coupled to $J = \tfrac12$, with $a = 2$, $b = 1$, $s = 1$, one finds $w_0 = 2$, $w_1 = 1$, $N = 3$, so $\hat c_0 = \sqrt{2/3}$ and $\hat c_1 = -\sqrt{1/3}$.

In a program the large factorials can be avoided. Dividing $w_0 = a!\,(b-s)!/s!$ by $N$ gives $\hat c_0^2 = \binom{a}{s}/\binom{a+b-s+1}{s}$, and the loop $\hat c_{k+1} = -\hat c_k\,Y/X$ produces the rest. The states with $M < J$ would then be reached by applying the total lowering operator and normalising.

The state could instead have been modelled as a complex vector in $\mathbb C^{a+1}\otimes\mathbb C^{b+1}$ with $J_+$ as a matrix. The squared norm would be $\sum_k |d_k|^2$, the freedom left by it would be a phase and not a sign, and the convention would have to ask that $d_0$ be real and positive. The induction for proportionality uses only $X \neq 0$ and would carry over.

Dropping the normalisation, the same proportionality gives $d_k = (d_0/\hat c_0)\,\hat c_k$ for any solution. For each fixed $s \le \min(a,b)$, the kernel of $J_+$ among states with $s$ lowerings is therefore one-dimensional, which corresponds to each $J$ from $|j_1-j_2|$ to $j_1+j_2$ in integer steps occurring once.
